# The expectation value of a finite Hermitian Hamiltonian is least exactly in its ground states

The theorem `hermitian_lower_bound` is the variational principle for a quantum system with a finite, nonzero number of basis states, whose Hamiltonian is a Hermitian matrix `A`. It states that `A` has a least real eigenvalue `E`, and that every complex vector `y`, normalised or not, satisfies E y\*y ≤ Re(y\*Ay), with equality exactly when Ay = Ey. For nonzero `y`, dividing by y\*y gives the usual form: the energy expectation value is never below the ground-state energy, and equals it only in a ground state, which may be degenerate. The proof writes `y` as `U *ᵥ z`, where the columns of `U` are orthonormal eigenvectors of `A`, so that y\*Ay becomes a sum of eigenvalues weighted by the squared moduli of the components of `z`.

As first written in Lean, the proof fails:

```lean
import Mathlib

open Matrix
open scoped ComplexOrder

namespace GeneralizedRayleighRitz

noncomputable section

variable {n : Type*} [Fintype n] [DecidableEq n]

/-- The set of real eigenvalues of a matrix. -/
def realEigenvalues (A : Matrix n n ℂ) : Set ℝ :=
  {e | ∃ y : n → ℂ, y ≠ 0 ∧ A *ᵥ y = (e : ℂ) • y}

omit [DecidableEq n] in
/-- Under the change of basis `c = X y`, the quadratic form of `M` becomes that of `X* M X`. -/
theorem form_congr (M X : Matrix n n ℂ) (y : n → ℂ) :
    star (X *ᵥ y) ⬝ᵥ (M *ᵥ (X *ᵥ y)) = star y ⬝ᵥ ((Xᴴ * M * X) *ᵥ y) := by
  rw [Matrix.star_mulVec, ← Matrix.dotProduct_mulVec]
  simp only [Matrix.mulVec_mulVec, Matrix.mul_assoc]

private lemma form_diag (l : n → ℝ) (z : n → ℂ) :
    star z ⬝ᵥ ((diagonal fun i => (l i : ℂ)) *ᵥ z)
      = ((∑ i, l i * Complex.normSq (z i) : ℝ) : ℂ) := by
  simp only [dotProduct, Matrix.mulVec_diagonal, Pi.star_apply, Complex.ofReal_sum,
    Complex.ofReal_mul]
  refine Finset.sum_congr rfl fun i _ => ?_
  rw [Complex.normSq_eq_conj_mul_self, starRingEnd_apply]
  ring

private lemma form_one (z : n → ℂ) :
    star z ⬝ᵥ z = ((∑ i, Complex.normSq (z i) : ℝ) : ℂ) := by
  have h := form_diag (fun _ => 1) z
  simpa only [Complex.ofReal_one, Matrix.diagonal_one, Matrix.one_mulVec, one_mul] using h

omit [DecidableEq n] in
private lemma norm_pos {z : n → ℂ} (hz : z ≠ 0) : 0 < ∑ i, Complex.normSq (z i) := by
  obtain ⟨i, hi⟩ := Function.ne_iff.mp hz
  exact Finset.sum_pos' (fun j _ => Complex.normSq_nonneg _)
    ⟨i, Finset.mem_univ i, Complex.normSq_pos.mpr hi⟩

private lemma ne_zero_of_left_inv {V U : Matrix n n ℂ} (h : V * U = 1) {y : n → ℂ}
    (hy : y ≠ 0) : U *ᵥ y ≠ 0 := by
  intro h0
  apply hy
  rw [← Matrix.one_mulVec y, ← h, ← Matrix.mulVec_mulVec, h0, Matrix.mulVec_zero]

private lemma eigenbasis {A : Matrix n n ℂ} (hA : A.IsHermitian) :
    ∃ (U : Matrix n n ℂ) (l : n → ℝ), Uᴴ * U = 1 ∧
      A * U = U * diagonal fun i => (l i : ℂ) := by
  refine ⟨(hA.eigenvectorUnitary : Matrix n n ℂ), hA.eigenvalues,
    Matrix.mem_unitaryGroup_iff'.mp hA.eigenvectorUnitary.2, ?_⟩
  ext i j
  have h := congrFun (hA.mulVec_eigenvectorBasis j) i
  rw [Matrix.mul_diagonal, Matrix.mul_apply]
  simpa [Matrix.mulVec, dotProduct, Matrix.IsHermitian.eigenvectorUnitary_apply,
    mul_comm] using h

/-- A Hermitian matrix of nonzero size has a lowest eigenvalue `E`; it bounds `y* A y` below by `E
y* y`, with equality exactly when `A y = E y`. -/
theorem hermitian_lower_bound [Nonempty n] {A : Matrix n n ℂ} (hA : A.IsHermitian) :
    ∃ E : ℝ, IsLeast (realEigenvalues A) E ∧ ∀ y : n → ℂ,
      E * (star y ⬝ᵥ y).re ≤ (star y ⬝ᵥ (A *ᵥ y)).re ∧
      ((star y ⬝ᵥ (A *ᵥ y)).re = E * (star y ⬝ᵥ y).re ↔ A *ᵥ y = (E : ℂ) • y) := by
  obtain ⟨U, l, hU, hAU⟩ := eigenbasis hA
  obtain ⟨k, hk⟩ := Finite.exists_min l
  have hD : Uᴴ * A * U = diagonal fun i => (l i : ℂ) := by
    rw [Matrix.mul_assoc, hAU, ← Matrix.mul_assoc, hU, Matrix.one_mul]
  have eig : ∀ z : n → ℂ, (∀ i, (l i : ℂ) * z i = (l k : ℂ) * z i) →
      A *ᵥ (U *ᵥ z) = (l k : ℂ) • (U *ᵥ z) := by
    intro z hz
    have hz' : (diagonal fun i => (l i : ℂ)) *ᵥ z = (l k : ℂ) • z := by
      funext i
      rw [Matrix.mulVec_diagonal, Pi.smul_apply, smul_eq_mul, hz i]
    rw [Matrix.mulVec_mulVec, hAU, ← Matrix.mulVec_mulVec, hz', Matrix.mulVec_smul]
  have scale : ∀ (e : ℝ) (y : n → ℂ), A *ᵥ y = (e : ℂ) • y →
      (star y ⬝ᵥ (A *ᵥ y)).re = e * (star y ⬝ᵥ y).re := by
    intro e y h
    rw [h, dotProduct_smul, smul_eq_mul, Complex.re_ofReal_mul]
  have main : ∀ y : n → ℂ,
      l k * (star y ⬝ᵥ y).re ≤ (star y ⬝ᵥ (A *ᵥ y)).re ∧
      ((star y ⬝ᵥ (A *ᵥ y)).re = l k * (star y ⬝ᵥ y).re ↔ A *ᵥ y = (l k : ℂ) • y) := by
    intro y
    -- expand y in the eigenbasis
    obtain ⟨z, rfl⟩ : ∃ z, y = U *ᵥ z :=
      ⟨Uᴴ *ᵥ y, by rw [Matrix.mulVec_mulVec, mul_eq_one_comm.mp hU, Matrix.one_mulVec]⟩
    have h1 : (star (U *ᵥ z) ⬝ᵥ (A *ᵥ (U *ᵥ z))).re = ∑ i, l i * Complex.normSq (z i) := by
      rw [form_congr, hD, form_diag, Complex.ofReal_re]
    have h2 : (star (U *ᵥ z) ⬝ᵥ (U *ᵥ z)).re = ∑ i, Complex.normSq (z i) := by
      have h := form_congr 1 U z
      rw [Matrix.one_mulVec, Matrix.mul_one, hU, Matrix.one_mulVec, form_one] at h
      rw [h, Complex.ofReal_re]
    refine ⟨?_, fun h => ?_, scale _ _⟩
    · rw [h1, h2, Finset.mul_sum]
      exact Finset.sum_le_sum fun i _ =>
        mul_le_mul_of_nonneg_right (hk i) (Complex.normSq_nonneg _)
    · rw [h1, h2] at h
      have h0 : ∑ i, (l i - l k) * Complex.normSq (z i) = 0 := by
        simp only [sub_mul, Finset.sum_sub_distrib, ← Finset.mul_sum]
        linarith
      -- every component above the lowest level vanishes
      refine eig z fun i => ?_
      have hi := (Finset.sum_eq_zero_iff_of_nonneg (fun i _ =>
        mul_nonneg (sub_nonneg.2 (hk i)) (Complex.normSq_nonneg (z i)))).1 h0 i
        (Finset.mem_univ i)
      rcases mul_eq_zero.mp hi with h | h
      · rw [sub_eq_zero.mp h]
      · rw [Complex.normSq_eq_zero.mp h, mul_zero, mul_zero]
  refine ⟨l k, ⟨⟨U *ᵥ Pi.single k 1, ne_zero_of_left_inv hU (by simp), eig _ fun i => ?_⟩,
    ?_⟩, main⟩
  · by_cases h : i = k
    · rw [h]
    · simp [h]
  · rintro e ⟨y, hy, he⟩
    have h := (main y).1
    rw [scale e y he, form_one, Complex.ofReal_re] at h
    exact le_of_mul_le_mul_right h (norm_pos hy)

end

end GeneralizedRayleighRitz
```

The error:

```
Main.lean:93:10: error: Tactic `rewrite` failed: Did not find an occurrence of the pattern
  ↑(∑ i, Complex.normSq ((U *ᵥ z) i))
in the target expression
  (star (U *ᵥ z) ⬝ᵥ U *ᵥ z).re = ∑ i, Complex.normSq (z i)

n : Type u_1
inst✝² : Fintype n
inst✝¹ : DecidableEq n
inst✝ : Nonempty n
A : Matrix n n ℂ
hA : A.IsHermitian
U : Matrix n n ℂ
l : n → ℝ
hU : Uᴴ * U = 1
hAU : A * U = U * diagonal fun i => ↑(l i)
k : n
hk : ∀ (x : n), l k ≤ l x
hD : Uᴴ * A * U = diagonal fun i => ↑(l i)
eig : ∀ (z : n → ℂ), (∀ (i : n), ↑(l i) * z i = ↑(l k) * z i) → A *ᵥ U *ᵥ z = ↑(l k) • U *ᵥ z
scale : ∀ (e : ℝ) (y : n → ℂ), A *ᵥ y = ↑e • y → (star y ⬝ᵥ A *ᵥ y).re = e * (star y ⬝ᵥ y).re
z : n → ℂ
h1 : (star (U *ᵥ z) ⬝ᵥ A *ᵥ U *ᵥ z).re = ∑ i, l i * Complex.normSq (z i)
h : ↑(∑ i, Complex.normSq ((U *ᵥ z) i)) = star z ⬝ᵥ z
⊢ (star (U *ᵥ z) ⬝ᵥ U *ᵥ z).re = ∑ i, Complex.normSq (z i)
```

Diagnosis. The error is in the step `h2`, which says that `U` preserves the squared norm. After the first four rewrites, `h` reads `star (U *ᵥ z) ⬝ᵥ U *ᵥ z = star z ⬝ᵥ z`, which is what is needed. The fifth, `form_one`, turns a product of the form `star v ⬝ᵥ v` into a sum of squared moduli. It was meant for the right side, but both sides have that form, and `rw` fixed `v` by the first match, `U *ᵥ z` on the left. The message shows the result: the left side of `h` is now a sum over the components of `U *ᵥ z`, and the right side is unchanged.

The next line, `rw [h, Complex.ofReal_re]`, looks for that sum in the goal, which still contains the inner product, so the rewrite fails.

The repair takes `form_one` out of the rewriting of `h` and applies it to the goal after `h`. By then `h` has replaced the inner product of `U *ᵥ z` with `star z ⬝ᵥ z`, the only product left to match. `form_one` turns it into the required sum, and `Complex.ofReal_re` takes the real part.

After these edits no error is left:

```diff
@@ -90,6 +90,6 @@
     have h2 : (star (U *ᵥ z) ⬝ᵥ (U *ᵥ z)).re = ∑ i, Complex.normSq (z i) := by
       have h := form_congr 1 U z
-      rw [Matrix.one_mulVec, Matrix.mul_one, hU, Matrix.one_mulVec, form_one] at h
-      rw [h, Complex.ofReal_re]
+      rw [Matrix.one_mulVec, Matrix.mul_one, hU, Matrix.one_mulVec] at h
+      rw [h, form_one, Complex.ofReal_re]
     refine ⟨?_, fun h => ?_, scale _ _⟩
     · rw [h1, h2, Finset.mul_sum]
```
